# With at least one site off resonance, the random-jump signal is G/(1 − kG)

## A spectrum defined by a matrix inverse

The spectrum of an exchanging spin can be defined as the transform of a decaying time signal or as a matrix element of an inverse. These notes take the second definition, which keeps the problem within finite linear algebra. The time-domain picture supplies the matrix.

A spin precesses at angular frequency ω_j while it sits on site j. At rate k > 0 it jumps, and its new site is drawn from the populations p_j > 0, which sum to 1, whatever the old site was. The draw may return the site it came from, so the rate of actually leaving site j is k(1 − p_j), not k. The jump generator is

K_ij = k(p_i − δ_ij),

where δ_ij is 1 for i = j and 0 otherwise. Column j describes jumps out of site j.

With Ω the diagonal matrix of the ω_j, the transverse amplitudes v obey dv/dt = (iΩ + K)v and start from v = p. A formal one-sided transform with e^(−iwt), summed over sites, gives

signal(w) = 1ᵀM⁻¹p, M = i(w − Ω) − K,

where w is the observation frequency and 1 is the vector of ones. Jumps are instantaneous, and the spins are uncoupled and have no relaxation apart from the exchange.

## The lineshape as a sum over sites

Write d_j = k + i(w − ω_j) for the complex detuning, and

G = Σ_j p_j/d_j.

Then M is the diagonal matrix of the d_j minus k p 1ᵀ. The main theorem, `random_jump_lineshape`, says that if some ω_j differs from w, then M is invertible, 1 − kG ≠ 0, and

1ᵀM⁻¹p = G/(1 − kG).

For simulations of exchange-broadened magnetic resonance spectra, this replaces a linear solve at each frequency by one sum over sites, within this finite random-jump model of uncoupled spins.

In Lean the sites form any finite type `n`. Rates, populations and frequencies are real, and the matrices are complex. The objects M, d_j, G and 1ᵀM⁻¹p are `exchangeMatrix`, `detuning`, `siteAverage` and `signal`. The hypotheses `hp` and `hp1` make p a strictly positive probability distribution, and `hω : ∃ j, ω j ≠ w` is the off-resonance condition. A single site is allowed. The theorems start from M; they do not treat the time evolution or the convergence of its transform.

## Why the inverse exists

For any vector v with total amplitude S = Σ_j v_j,

(Mv)_i = d_i v_i − k p_i S.

Since Re d_j = k and |d_j|² = k² + (w − ω_j)², no d_j vanishes, and

Re(kG) = Σ_j p_j k²/(k² + (w − ω_j)²)
= 1 − Σ_j p_j (w − ω_j)²/(k² + (w − ω_j)²).

Every term of the last sum is non-negative, and an off-resonant site makes one of them positive. Hence Re(kG) < 1 and 1 − kG ≠ 0.

Now let Mv = 0. Then v_i = kS p_i/d_i, and summing over i gives S = kGS, that is, (1 − kG)S = 0. So S = 0, and every v_i vanishes. M is therefore invertible.

Conversely, if every ω_j equals w, then every d_i equals k and

(Mp)_i = k p_i − k p_i = 0.

The populations are then a nonzero null vector. Thus M is invertible exactly when some site is off resonance.

## Solving for the amplitudes

To solve Mx = p, try

x_i = p_i/(d_i(1 − kG)).

Its components sum to G/(1 − kG), so

(Mx)_i = p_i/(1 − kG) − k p_i G/(1 − kG) = p_i.

Since M is invertible, x = M⁻¹p, and the sum of its components is the signal.

## Absorption as a variance

The absorption is the real part of the signal. Multiplying numerator and denominator by the conjugate of 1 − kG gives

Re[G/(1 − kG)] = (Re G − k|G|²)/|1 − kG|².

Let z_j = 1/d_j. Then Re z_j = k|z_j|², and G is the population average of the z_j. Expanding the square,

k Σ_j p_j |z_j − G|² = k Σ_j p_j |z_j|² − k|G|² = Re G − k|G|².

The numerator is k times a variance. If two sites have different frequencies, their z_j differ, the variance is positive, and so is the absorption at every w. This is `absorption_pos`.

## Two equal populations at ±δ

Take p = (1/2, 1/2) and frequencies δ and −δ with δ ≠ 0. The detunings are d₁ = k + i(w − δ) and d₂ = k + i(w + δ), with product

d₁d₂ = (k + iw)² + δ².

Therefore

G = (k + iw)/(d₁d₂),
1 − kG = (δ² − w² + ikw)/(d₁d₂).

The product cancels in the quotient, which leaves

signal = (k + iw)/(δ² − w² + ikw).

The real part has numerator k(δ² − w²) + kw² = kδ², so

Re signal = kδ²/((δ² − w²)² + k²w²).

Here the rate of leaving either site is k/2, which matters when k is compared with a rate constant defined by departures.

## The Lean file

```lean
import Mathlib

open Matrix

namespace RandomJumpLineshape

noncomputable section

variable {n : Type*} [Fintype n] [DecidableEq n]

/-- Generator of random jumps: at rate `k` the spin is moved to a site drawn from `p`. -/
def jumpGenerator (k : ℝ) (p : n → ℝ) : Matrix n n ℂ :=
  Matrix.of fun i j => (k : ℂ) * ((p i : ℂ) - if i = j then 1 else 0)

/-- Exchange matrix `i(w - Ω) - K` at the observation frequency `w`. -/
def exchangeMatrix (k : ℝ) (p ω : n → ℝ) (w : ℝ) : Matrix n n ℂ :=
  Matrix.diagonal (fun j => Complex.I * ((w : ℂ) - ω j)) - jumpGenerator k p

/-- Complex detuning `k + i(w - ω_j)` of site `j`. -/
def detuning (k : ℝ) (ω : n → ℝ) (w : ℝ) (j : n) : ℂ :=
  (k : ℂ) + Complex.I * ((w : ℂ) - ω j)

/-- Population average `G` of the inverse complex detunings. -/
def siteAverage (k : ℝ) (p ω : n → ℝ) (w : ℝ) : ℂ :=
  ∑ j, (p j : ℂ) / detuning k ω w j

/-- Spectral signal `1ᵀ M⁻¹ p` of the exchanging spin. -/
def signal (k : ℝ) (p ω : n → ℝ) (w : ℝ) : ℂ :=
  (fun _ => 1) ⬝ᵥ ((exchangeMatrix k p ω w)⁻¹ *ᵥ fun j => (p j : ℂ))

omit [Fintype n] in
/-- The exchange matrix is the diagonal matrix of detunings minus the rank-one term `k p 1ᵀ`. -/
theorem exchangeMatrix_eq (k : ℝ) (p ω : n → ℝ) (w : ℝ) :
    exchangeMatrix k p ω w = Matrix.diagonal (detuning k ω w)
      - (k : ℂ) • Matrix.vecMulVec (fun j => (p j : ℂ)) (fun _ => 1) := by
  ext i j
  by_cases h : i = j
  · subst h
    simp [exchangeMatrix, jumpGenerator, detuning, Matrix.vecMulVec_apply]
    ring
  · simp [exchangeMatrix, jumpGenerator, Matrix.vecMulVec_apply, h]

/-- Action of the exchange matrix on a vector of site amplitudes. -/
theorem exchangeMatrix_mulVec (k : ℝ) (p ω : n → ℝ) (w : ℝ) (v : n → ℂ) (i : n) :
    (exchangeMatrix k p ω w *ᵥ v) i
      = detuning k ω w i * v i - (k : ℂ) * p i * ∑ j, v j := by
  have h : ∀ j, exchangeMatrix k p ω w i j * v j
      = (if i = j then detuning k ω w i * v j else 0) - (k : ℂ) * p i * v j := by
    intro j
    rw [exchangeMatrix_eq]
    by_cases hij : i = j
    · subst hij
      simp [Matrix.vecMulVec_apply]
      ring
    · simp [Matrix.vecMulVec_apply, hij]
  change ∑ j, exchangeMatrix k p ω w i j * v j = _
  rw [Finset.sum_congr rfl (fun j _ => h j), Finset.sum_sub_distrib, ← Finset.mul_sum]
  simp

omit [Fintype n] [DecidableEq n] in
/-- Real part, imaginary part and squared modulus of the complex detuning. -/
theorem detuning_parts (k : ℝ) (ω : n → ℝ) (w : ℝ) (j : n) :
    (detuning k ω w j).re = k ∧ (detuning k ω w j).im = w - ω j ∧
      Complex.normSq (detuning k ω w j) = k ^ 2 + (w - ω j) ^ 2 := by
  have h1 : (detuning k ω w j).re = k := by simp [detuning]
  have h2 : (detuning k ω w j).im = w - ω j := by simp [detuning]
  refine ⟨h1, h2, ?_⟩
  rw [Complex.normSq_apply, h1, h2]
  ring

omit [Fintype n] [DecidableEq n] in
private lemma detuning_ne {k : ℝ} (hk : 0 < k) (ω : n → ℝ) (w : ℝ) (j : n) :
    detuning k ω w j ≠ 0 := by
  intro h
  have h1 := (detuning_parts k ω w j).1
  rw [h, Complex.zero_re] at h1
  linarith

omit [DecidableEq n] in
/-- If some site is off resonance, the denominator `1 - kG` does not vanish. -/
theorem one_sub_ne_zero {k : ℝ} (hk : 0 < k) {p ω : n → ℝ} {w : ℝ} (hp : ∀ j, 0 < p j)
    (hp1 : ∑ j, p j = 1) (hω : ∃ j, ω j ≠ w) : 1 - (k : ℂ) * siteAverage k p ω w ≠ 0 := by
  have hre : (siteAverage k p ω w).re = ∑ j, p j * (k / (k ^ 2 + (w - ω j) ^ 2)) := by
    rw [siteAverage, Complex.re_sum]
    refine Finset.sum_congr rfl fun j _ => ?_
    obtain ⟨h1, _, h3⟩ := detuning_parts k ω w j
    rw [div_eq_mul_inv, Complex.re_ofReal_mul, Complex.inv_re, h1, h3]
  -- each site contributes its population minus a non-negative deficit
  have key : ∀ j, k * (p j * (k / (k ^ 2 + (w - ω j) ^ 2)))
      = p j - p j * ((w - ω j) ^ 2 / (k ^ 2 + (w - ω j) ^ 2)) := by
    intro j
    have hN : k ^ 2 + (w - ω j) ^ 2 ≠ 0 := by positivity
    field_simp
    ring
  have hlt : k * (siteAverage k p ω w).re < 1 := by
    rw [hre, Finset.mul_sum, ← hp1]
    apply Finset.sum_lt_sum
    · intro j _
      have h1 := hp j
      have h2 : 0 ≤ p j * ((w - ω j) ^ 2 / (k ^ 2 + (w - ω j) ^ 2)) := by positivity
      linarith [key j]
    · obtain ⟨j, hj⟩ := hω
      have hx : 0 < (w - ω j) ^ 2 :=
        lt_of_le_of_ne (sq_nonneg _) (Ne.symm (pow_ne_zero 2 (sub_ne_zero.mpr hj.symm)))
      have h2 := mul_pos (hp j) (div_pos hx (add_pos (pow_pos hk 2) hx))
      exact ⟨j, Finset.mem_univ j, by linarith [key j]⟩
  intro h
  have h0 := congrArg Complex.re h
  rw [Complex.sub_re, Complex.re_ofReal_mul, Complex.one_re, Complex.zero_re] at h0
  linarith

/-- The exchange matrix is invertible exactly when some site is off resonance. -/
theorem isUnit_exchangeMatrix_iff {k : ℝ} (hk : 0 < k) {p ω : n → ℝ} {w : ℝ}
    (hp : ∀ j, 0 < p j) (hp1 : ∑ j, p j = 1) :
    IsUnit (exchangeMatrix k p ω w) ↔ ∃ j, ω j ≠ w := by
  rw [Matrix.isUnit_iff_isUnit_det, isUnit_iff_ne_zero]
  constructor
  · -- on resonance everywhere, the populations are a null vector
    intro hdet
    by_contra hω
    push Not at hω
    have hs : ∑ j, (p j : ℂ) = 1 := by exact_mod_cast hp1
    apply hdet
    refine Matrix.exists_mulVec_eq_zero_iff.mp ⟨fun j => (p j : ℂ), ?_, ?_⟩
    · intro h
      have h0 : ∑ j, (p j : ℂ) = 0 := Finset.sum_eq_zero fun j _ => congrFun h j
      rw [hs] at h0
      exact one_ne_zero h0
    · funext i
      rw [exchangeMatrix_mulVec, hs]
      simp [detuning, hω i]
  · -- a null vector has zero total amplitude, hence vanishes
    intro hω h
    obtain ⟨v, hv, hMv⟩ := Matrix.exists_mulVec_eq_zero_iff.mpr h
    have hvi : ∀ i, v i = (k : ℂ) * (∑ j, v j) * ((p i : ℂ) / detuning k ω w i) := by
      intro i
      have h1 := congrFun hMv i
      rw [exchangeMatrix_mulVec] at h1
      have h2 := sub_eq_zero.mp h1
      rw [← mul_div_assoc, eq_div_iff (detuning_ne hk ω w i)]
      linear_combination h2
    have hS : ∑ j, v j = (k : ℂ) * (∑ j, v j) * siteAverage k p ω w := by
      rw [siteAverage, Finset.mul_sum]
      exact Finset.sum_congr rfl fun i _ => hvi i
    have hS0 : ∑ j, v j = 0 := by
      refine (mul_eq_zero.mp ?_).resolve_left (one_sub_ne_zero hk hp hp1 hω)
      linear_combination hS
    apply hv
    funext i
    rw [hvi i, hS0]
    simp

/-- Random-jump lineshape: if some site is off resonance, the exchange matrix is invertible,
`1 - kG` is nonzero, and the signal is `G / (1 - kG)`. -/
theorem random_jump_lineshape {k : ℝ} (hk : 0 < k) {p ω : n → ℝ} {w : ℝ}
    (hp : ∀ j, 0 < p j) (hp1 : ∑ j, p j = 1) (hω : ∃ j, ω j ≠ w) :
    IsUnit (exchangeMatrix k p ω w) ∧ 1 - (k : ℂ) * siteAverage k p ω w ≠ 0 ∧
      signal k p ω w = siteAverage k p ω w / (1 - (k : ℂ) * siteAverage k p ω w) := by
  have hU := (isUnit_exchangeMatrix_iff hk hp hp1).mpr hω
  have hc := one_sub_ne_zero hk hp hp1 hω
  refine ⟨hU, hc, ?_⟩
  have hsum : ∑ j, (p j : ℂ) / detuning k ω w j / (1 - (k : ℂ) * siteAverage k p ω w)
      = siteAverage k p ω w / (1 - (k : ℂ) * siteAverage k p ω w) :=
    (Finset.sum_div _ _ _).symm
  -- explicit solution of `M x = p`
  have hx : exchangeMatrix k p ω w *ᵥ
      (fun j => (p j : ℂ) / detuning k ω w j / (1 - (k : ℂ) * siteAverage k p ω w))
      = fun j => (p j : ℂ) := by
    funext i
    rw [exchangeMatrix_mulVec, hsum, ← mul_div_assoc,
      mul_div_cancel₀ _ (detuning_ne hk ω w i), ← mul_div_assoc, ← sub_div, div_eq_iff hc]
    ring
  rw [signal, ← hx, Matrix.mulVec_mulVec,
    Matrix.nonsing_inv_mul _ ((Matrix.isUnit_iff_isUnit_det _).mp hU), Matrix.one_mulVec, ← hsum]
  simp [dotProduct]

/-- If two sites have different frequencies, the absorption is strictly positive at every
observation frequency. -/
theorem absorption_pos {k : ℝ} (hk : 0 < k) {p ω : n → ℝ} (w : ℝ)
    (hp : ∀ j, 0 < p j) (hp1 : ∑ j, p j = 1) (hω : ∃ i j, ω i ≠ ω j) :
    0 < (signal k p ω w).re := by
  obtain ⟨a, b, hab⟩ := hω
  have hoff : ∃ j, ω j ≠ w := by
    by_contra h
    push Not at h
    exact hab ((h a).trans (h b).symm)
  obtain ⟨_, hc, hF⟩ := random_jump_lineshape hk hp hp1 hoff
  have hA : (siteAverage k p ω w).re = ∑ j, p j * ((detuning k ω w j)⁻¹).re := by
    simp only [siteAverage, Complex.re_sum, div_eq_mul_inv, Complex.re_ofReal_mul]
  have hB : (siteAverage k p ω w).im = ∑ j, p j * ((detuning k ω w j)⁻¹).im := by
    simp only [siteAverage, Complex.im_sum, div_eq_mul_inv, Complex.im_ofReal_mul]
  rw [hF]
  generalize siteAverage k p ω w = G at hA hB hc
  have hz : ∀ j, k * (((detuning k ω w j)⁻¹).re ^ 2 + ((detuning k ω w j)⁻¹).im ^ 2)
      = ((detuning k ω w j)⁻¹).re := by
    intro j
    obtain ⟨h1, h2, h3⟩ := detuning_parts k ω w j
    have hN : k ^ 2 + (w - ω j) ^ 2 ≠ 0 := by positivity
    rw [Complex.inv_re, Complex.inv_im, h1, h2, h3]
    field_simp
  -- the variance of the inverse detunings is positive
  have hvar : 0 < ∑ j, p j * Complex.normSq ((detuning k ω w j)⁻¹ - G) := by
    apply Finset.sum_pos'
    · exact fun j _ => mul_nonneg (hp j).le (Complex.normSq_nonneg _)
    · by_contra h
      push Not at h
      have he : ∀ j, (detuning k ω w j)⁻¹ = G := by
        intro j
        by_contra hj
        have h1 := mul_pos (hp j) (Complex.normSq_pos.mpr (sub_ne_zero.mpr hj))
        linarith [h j (Finset.mem_univ j)]
      have h1 := congrArg Complex.im (inv_injective ((he a).trans (he b).symm))
      rw [(detuning_parts k ω w a).2.1, (detuning_parts k ω w b).2.1] at h1
      exact hab (by linarith)
  have hexp : k * ∑ j, p j * Complex.normSq ((detuning k ω w j)⁻¹ - G)
      = G.re - k * (G.re ^ 2 + G.im ^ 2) := by
    have ht : ∀ j, k * (p j * Complex.normSq ((detuning k ω w j)⁻¹ - G))
        = p j * ((detuning k ω w j)⁻¹).re
          - (2 * k * G.re) * (p j * ((detuning k ω w j)⁻¹).re)
          - (2 * k * G.im) * (p j * ((detuning k ω w j)⁻¹).im)
          + (k * (G.re ^ 2 + G.im ^ 2)) * p j := by
      intro j
      rw [Complex.normSq_apply, Complex.sub_re, Complex.sub_im]
      linear_combination p j * hz j
    rw [Finset.mul_sum, Finset.sum_congr rfl (fun j _ => ht j), Finset.sum_add_distrib,
      Finset.sum_sub_distrib, Finset.sum_sub_distrib, ← Finset.mul_sum, ← Finset.mul_sum,
      ← Finset.mul_sum, ← hA, ← hB, hp1]
    ring
  have hpos := mul_pos hk hvar
  rw [hexp] at hpos
  rw [Complex.div_re, ← add_div]
  apply div_pos _ (Complex.normSq_pos.mpr hc)
  rw [Complex.sub_re, Complex.sub_im, Complex.re_ofReal_mul, Complex.im_ofReal_mul,
    Complex.one_re, Complex.one_im]
  linarith

/-- Two equally populated sites at `±δ`: the exchange matrix is invertible and the absorption
is `kδ² / ((δ² - w²)² + k²w²)`. -/
theorem two_site_absorption {k δ : ℝ} (hk : 0 < k) (hδ : δ ≠ 0) (w : ℝ) :
    IsUnit (exchangeMatrix k ![1 / 2, 1 / 2] ![δ, -δ] w) ∧
      (signal k ![1 / 2, 1 / 2] ![δ, -δ] w).re
        = k * δ ^ 2 / ((δ ^ 2 - w ^ 2) ^ 2 + k ^ 2 * w ^ 2) := by
  have hoff : ∃ j, (![δ, -δ] : Fin 2 → ℝ) j ≠ w := by
    by_contra h
    push Not at h
    have h0 : δ = w := h 0
    have h1 : -δ = w := h 1
    exact hδ (by linarith)
  obtain ⟨hU, _, hF⟩ := random_jump_lineshape (p := ![1 / 2, 1 / 2]) hk
    (by intro j; fin_cases j <;> norm_num) (by norm_num [Fin.sum_univ_two]) hoff
  refine ⟨hU, ?_⟩
  have hd1 : (k : ℂ) + Complex.I * (w - δ) ≠ 0 := detuning_ne hk (fun _ : Fin 1 => δ) w 0
  have hd2 : (k : ℂ) + Complex.I * (w + δ) ≠ 0 := by
    have h := detuning_ne hk (fun _ : Fin 1 => -δ) w 0
    rwa [detuning, Complex.ofReal_neg, sub_neg_eq_add] at h
  have hD := mul_ne_zero hd1 hd2
  have hG : siteAverage k ![1 / 2, 1 / 2] ![δ, -δ] w = (⟨k, w⟩ : ℂ) /
      (((k : ℂ) + Complex.I * (w - δ)) * ((k : ℂ) + Complex.I * (w + δ))) := by
    have h : siteAverage k ![1 / 2, 1 / 2] ![δ, -δ] w
        = (1 / 2) / ((k : ℂ) + Complex.I * (w - δ))
          + (1 / 2) / ((k : ℂ) + Complex.I * (w + δ)) := by
      simp [siteAverage, detuning, Fin.sum_univ_two]
    rw [h, div_add_div _ _ hd1 hd2, Complex.mk_eq_add_mul_I]
    congr 1
    ring
  have hden : 1 - (k : ℂ) * siteAverage k ![1 / 2, 1 / 2] ![δ, -δ] w
      = (⟨δ ^ 2 - w ^ 2, k * w⟩ : ℂ) /
        (((k : ℂ) + Complex.I * (w - δ)) * ((k : ℂ) + Complex.I * (w + δ))) := by
    rw [hG, eq_div_iff hD, sub_mul, one_mul, mul_assoc (k : ℂ), div_mul_cancel₀ _ hD,
      Complex.mk_eq_add_mul_I, Complex.mk_eq_add_mul_I]
    push_cast
    linear_combination ((w : ℂ) ^ 2 - (δ : ℂ) ^ 2) * Complex.I_sq
  rw [hF, hden, hG, div_div_div_cancel_right₀ hD, Complex.div_re, ← add_div,
    Complex.normSq_mk]
  congr 1 <;> ring

end

end RandomJumpLineshape
```

```lean
#print axioms RandomJumpLineshape.random_jump_lineshape
#print axioms RandomJumpLineshape.absorption_pos
#print axioms RandomJumpLineshape.two_site_absorption
```

```
'RandomJumpLineshape.random_jump_lineshape' depends on axioms: [propext, Classical.choice, Quot.sound]
'RandomJumpLineshape.absorption_pos' depends on axioms: [propext, Classical.choice, Quot.sound]
'RandomJumpLineshape.two_site_absorption' depends on axioms: [propext, Classical.choice, Quot.sound]
```

## How the Lean proofs follow the algebra

`exchangeMatrix_eq` compares entries on and off the diagonal to obtain the rank-one form of M. `exchangeMatrix_mulVec` turns it into the formula for (Mv)_i, which the later arguments use instead of matrix entries. `detuning_parts` records the real part, imaginary part and squared modulus of d_j, and `detuning_ne` concludes that d_j ≠ 0.

In `one_sub_ne_zero`, the step `key` writes each site's contribution to Re(kG) as its population minus a deficit. `Finset.sum_lt_sum` then needs a weak inequality at every site and a strict one at the off-resonant site. If 1 − kG were zero, its real part would contradict the resulting bound.

`isUnit_exchangeMatrix_iff` passes from invertibility to a nonzero determinant, and from a zero determinant to a nonzero null vector. One direction supplies p as that vector. In the other, `hvi` expresses the components of v through S, `hS` sums them, and `hS0` uses 1 − kG ≠ 0 to get S = 0.

In `random_jump_lineshape`, `hx` verifies the explicit solution x. The proof then replaces p by Mx inside `signal`, cancels M⁻¹M, and sums the components using `hsum`.

For `absorption_pos`, `hz` is the identity Re z_j = k|z_j|², `hvar` is the positivity of the variance, and `hexp` is its expansion. If all the z_j equalled G, inverting them and comparing imaginary parts would force the two different frequencies to agree.

`two_site_absorption` first checks that δ and −δ cannot both equal w, so the main theorem applies. `hG` and `hden` put G and 1 − kG over the common denominator d₁d₂. After it cancels, taking the real part leaves a polynomial identity for `ring`.
